# A unitary V brings orthonormal orbitals B closest to A exactly when AᴴBV is positive semidefinite

## Does the overlap matrix reveal the best alignment?

Let A and B be m×n complex matrices whose columns are orbital coefficients in an orthonormal basis, with AᴴA = 1 and BᴴB = 1. Here ᴴ is the conjugate transpose, and the distance between two such sets is the Frobenius distance, the square root of the summed squared moduli of the entry differences.

I want to mix the orbitals in B by a unitary n×n matrix V so that BV lies as close to A as possible. The claim I have in mind is that V is optimal among all unitary matrices if and only if AᴴBV is Hermitian positive semidefinite. I can see that a positive overlap looks well aligned, but I'd like both directions derived rigorously and checked by machine. Can that be done in Lean?

## Positivity gives the optimum, and single phases give the converse

Yes. Write d(A, C) for the distance, tr for the trace and Re for the real part. The index i runs over basis functions and j over orbitals.

**The distance measures the trace of the overlap.** Since BV also has orthonormal columns,

d(A, BV)² = Σ_i Σ_j |A_ij − (BV)_ij|²
= tr[(A − BV)ᴴ(A − BV)]
= tr(AᴴA) − tr(AᴴBV) − tr((BV)ᴴA) + tr((BV)ᴴBV)
= 2n − 2 Re tr(AᴴBV).

The two cross terms are complex conjugates of each other. Minimising the distance therefore means maximising Re tr(AᴴBV).

**A positive overlap is optimal.** Let P be positive semidefinite and U unitary. Then (1 − U)ᴴP(1 − U) is also positive semidefinite, so its trace is non-negative:

0 ≤ tr(P − PU − UᴴP + UᴴPU) = 2 tr P − 2 Re tr(PU).

This uses UᴴP = (PU)ᴴ and tr(UᴴPU) = tr P. Hence Re tr(PU) ≤ tr P. Now put P = AᴴBV and U = VᴴW for any competing unitary W. Since PU = AᴴBW, no W beats V.

**An optimal overlap is positive.** Suppose V is optimal and set P = AᴴBV. For a nonzero vector x of n components and a number c with |c| = 1, define r = xᴴx and

T = 1 + ((c − 1)/r) xxᴴ.

This matrix multiplies x by c and leaves its orthogonal complement alone. It is unitary, because (xxᴴ)² = r xxᴴ gives

TᴴT = 1 + ((|c|² − 1)/r) xxᴴ = 1.

With q = xᴴPx, the trace after this change is

tr(PT) = tr P + (c − 1)q/r.

Since VT is a competing unitary matrix, optimality requires Re[(c − 1)q] ≤ 0. If q ≠ 0, choose c = q*/|q|, where * is complex conjugation. Then cq = |q|, so |q| ≤ Re q, which forces q to be real and positive. Thus xᴴPx ≥ 0 for every x.

Hermiticity follows by polarisation. Let D = P − Pᴴ. Then xᴴDx = q − q* = 0 for every x. Applying this to x + y and to x + iy, where i is now the imaginary unit, gives

xᴴDy + yᴴDx = 0,
xᴴDy − yᴴDx = 0.

So xᴴDy = 0 for all x and y, and P = Pᴴ.

**What the Lean theorems say.** The main theorem is `minimises_iff_posSemidef`. The finite types `m` and `n` label basis functions and orbitals, and `frobDist` is the distance d. The hypotheses `hA` and `hB` are the orthonormality conditions, and `hV` says that V is unitary. The left side of the equivalence compares V with every `W ∈ unitaryGroup n ℂ`; the right side is `(Aᴴ * B * V).PosSemidef`, which includes Hermiticity.

The second theorem, `phase_stable_iff_minimises`, says that V is globally optimal as soon as no matrix `phaseTurn x c`, the T above, reduces the distance. Here x ranges over all directions in the orbital space, including linear combinations of the current orbitals, and c over the whole unit circle. For two or more orbitals, testing only the phases of the n individual columns would be a weaker condition.

The theorems characterise an optimal V; they neither construct one nor address uniqueness. They also mix only B, so AᴴBV need not be diagonal. Corresponding orbitals, by contrast, come from a singular value decomposition of AᴴB that rotates both sets until their overlap is diagonal. For coefficients in a non-orthogonal atomic basis, the theorems can be applied after a transformation to an orthonormal one.

The criterion can be used to test whether a unitary mixing has brought the orbitals of one simulation step as close as possible, in the distance d, to those of another, provided both sets are finite, orthonormal, equal in number and expressed in a common orthonormal basis.

```lean
import Mathlib

open Matrix
open scoped ComplexOrder

namespace OrbitalAlignment

noncomputable section

variable {m n : Type*} [Fintype m] [Fintype n] [DecidableEq n]

/-- The Frobenius distance between two sets of orbital coefficients. -/
def frobDist {m n : Type*} [Fintype m] [Fintype n] (A B : Matrix m n ℂ) : ℝ :=
  √(∑ i, ∑ j, ‖A i j - B i j‖ ^ 2)

/-- The mixing matrix that multiplies the orbital direction `x` by the number `c` and leaves
the orthogonal complement of `x` unchanged. -/
def phaseTurn (x : n → ℂ) (c : ℂ) : Matrix n n ℂ :=
  1 + ((c - 1) / (star x ⬝ᵥ x)) • vecMulVec x (star x)

/-- For orthonormal orbitals, the squared distance after mixing by a unitary `V` is twice the
number of orbitals minus twice the real trace of the overlap matrix. -/
theorem frobDist_sq {A B : Matrix m n ℂ} {V : Matrix n n ℂ} (hA : Aᴴ * A = 1)
    (hB : Bᴴ * B = 1) (hV : V ∈ unitaryGroup n ℂ) :
    frobDist A (B * V) ^ 2 = 2 * Fintype.card n - 2 * (trace (Aᴴ * B * V)).re := by
  have hV' : Vᴴ * V = 1 := mem_unitaryGroup_iff'.mp hV
  have hBV : (B * V)ᴴ * (B * V) = 1 := by
    rw [conjTranspose_mul, Matrix.mul_assoc, ← Matrix.mul_assoc Bᴴ, hB, Matrix.one_mul, hV']
  have hcross : (B * V)ᴴ * A = (Aᴴ * B * V)ᴴ := by
    simp only [conjTranspose_mul, conjTranspose_conjTranspose, Matrix.mul_assoc]
  -- the sum of squared entries is a trace
  have htr : frobDist A (B * V) ^ 2 = (trace ((A - B * V)ᴴ * (A - B * V))).re := by
    rw [frobDist, Real.sq_sqrt (by positivity)]
    generalize B * V = C
    simp only [Matrix.trace, Matrix.diag_apply, Matrix.mul_apply, conjTranspose_apply,
      Matrix.sub_apply, Complex.re_sum]
    rw [Finset.sum_comm]
    refine Finset.sum_congr rfl fun j _ => Finset.sum_congr rfl fun i _ => ?_
    generalize A i j - C i j = z
    rw [Complex.sq_norm, Complex.normSq_apply]
    simp only [Complex.star_def, Complex.mul_re, Complex.conj_re, Complex.conj_im]
    ring
  rw [htr, conjTranspose_sub, Matrix.sub_mul, Matrix.mul_sub, Matrix.mul_sub, hA, hBV, hcross,
    ← Matrix.mul_assoc]
  simp only [trace_sub, trace_one, trace_conjTranspose, Complex.sub_re, Complex.star_def,
    Complex.conj_re, Complex.natCast_re]
  ring

/-- For orthonormal orbitals `A` and `B`, one unitary mixing brings `B` at least as close to `A` as
another exactly when its overlap matrix has at least as large a real trace. -/
theorem frobDist_le_iff {A B : Matrix m n ℂ} {V W : Matrix n n ℂ} (hA : Aᴴ * A = 1)
    (hB : Bᴴ * B = 1) (hV : V ∈ unitaryGroup n ℂ) (hW : W ∈ unitaryGroup n ℂ) :
    frobDist A (B * V) ≤ frobDist A (B * W) ↔
      (trace (Aᴴ * B * W)).re ≤ (trace (Aᴴ * B * V)).re := by
  have h0 : ∀ C : Matrix m n ℂ, 0 ≤ frobDist A C := fun _ => Real.sqrt_nonneg _
  rw [← sq_le_sq₀ (h0 (B * V)) (h0 (B * W)), frobDist_sq hA hB hV,
    frobDist_sq hA hB hW]
  constructor <;> intro h <;> linarith

/-- A unitary mixing cannot raise the real trace of a positive semidefinite overlap matrix. -/
theorem re_trace_mul_le {P W : Matrix n n ℂ} (hP : P.PosSemidef)
    (hW : W ∈ unitaryGroup n ℂ) : (trace (P * W)).re ≤ (trace P).re := by
  have hW' : W * Wᴴ = 1 := mem_unitaryGroup_iff.mp hW
  have h := (Complex.le_def.mp (hP.conjTranspose_mul_mul_same (1 - W)).trace_nonneg).1
  have e : (1 - W)ᴴ * P * (1 - W) = P - P * W - (P * W)ᴴ + Wᴴ * P * W := by
    rw [conjTranspose_mul, hP.isHermitian.eq, conjTranspose_sub, conjTranspose_one]
    noncomm_ring
  rw [e, trace_add, trace_sub, trace_sub, trace_conjTranspose, trace_mul_cycle, hW',
    Matrix.one_mul] at h
  simp only [Complex.add_re, Complex.sub_re, Complex.star_def, Complex.conj_re,
    Complex.zero_re] at h
  linarith

/-- The squared length of a nonzero orbital vector is a positive real number. -/
theorem normSq_pos {n : Type*} [Fintype n] {x : n → ℂ} (hx : x ≠ 0) :
    ∃ r : ℝ, 0 < r ∧ star x ⬝ᵥ x = (r : ℂ) := by
  refine ⟨∑ i, ‖x i‖ ^ 2, ?_, ?_⟩
  · obtain ⟨i, hi⟩ := Function.ne_iff.mp hx
    have hi' : x i ≠ 0 := hi
    exact Finset.sum_pos' (fun _ _ => by positivity)
      ⟨i, Finset.mem_univ i, pow_pos (norm_pos_iff.mpr hi') 2⟩
  · simp only [dotProduct, Pi.star_apply, Complex.ofReal_sum]
    refine Finset.sum_congr rfl fun i _ => ?_
    rw [Complex.star_def, mul_comm, Complex.mul_conj, Complex.normSq_eq_norm_sq]

/-- Changing the phase of a single orbital direction is a unitary mixing. -/
theorem phaseTurn_mem {x : n → ℂ} (hx : x ≠ 0) {c : ℂ} (hc : ‖c‖ = 1) :
    phaseTurn x c ∈ unitaryGroup n ℂ := by
  obtain ⟨r, hr, hs⟩ := normSq_pos hx
  have hr' : (r : ℂ) ≠ 0 := Complex.ofReal_ne_zero.mpr hr.ne'
  have hcc : star c * c = 1 := by
    rw [Complex.star_def, mul_comm, Complex.mul_conj, Complex.normSq_eq_norm_sq, hc]
    simp
  have hKK : vecMulVec x (star x) * vecMulVec x (star x) = (r : ℂ) • vecMulVec x (star x) := by
    rw [← hs]
    ext i j
    simp only [Matrix.mul_apply, vecMulVec_apply, Matrix.smul_apply, dotProduct, smul_eq_mul,
      Finset.sum_mul]
    exact Finset.sum_congr rfl fun k _ => by ring
  have hK : (vecMulVec x (star x))ᴴ = vecMulVec x (star x) := by
    ext i j
    simp [conjTranspose_apply, vecMulVec_apply, mul_comm]
  have ha : star ((c - 1) / (r : ℂ)) = (star c - 1) / r := by simp
  have h0 : (star c - 1) / r + (c - 1) / r + (star c - 1) / r * ((c - 1) / r) * r = 0 := by
    have : (star c - 1) / r + (c - 1) / r + (star c - 1) / r * ((c - 1) / r) * r
        = (star c * c - 1) / r := by
      field_simp
      ring
    rw [this, hcc, sub_self, zero_div]
  rw [mem_unitaryGroup_iff', star_eq_conjTranspose, phaseTurn, hs, conjTranspose_add,
    conjTranspose_one, conjTranspose_smul, hK, ha]
  generalize vecMulVec x (star x) = K at hKK ⊢
  generalize (star c - 1) / (r : ℂ) = b at h0 ⊢
  generalize (c - 1) / (r : ℂ) = a at h0 ⊢
  have e : (1 + b • K) * (1 + a • K) = 1 + (b + a + b * a * r) • K := by
    simp only [add_mul, mul_add, one_mul, mul_one, smul_mul_assoc, mul_smul_comm, hKK]
    module
  rw [e, h0, zero_smul, add_zero]

/-- If no phase change of a single orbital direction raises the real trace of `P`, then `P` is
Hermitian positive semidefinite. -/
theorem posSemidef_of_phase_stable {P : Matrix n n ℂ}
    (h : ∀ x : n → ℂ, x ≠ 0 → ∀ c : ℂ, ‖c‖ = 1 →
      (trace (P * phaseTurn x c)).re ≤ (trace P).re) : P.PosSemidef := by
  have hq : ∀ x : n → ℂ, 0 ≤ star x ⬝ᵥ P *ᵥ x := by
    intro x
    by_cases hx : x = 0
    · simp [hx]
    obtain ⟨r, hr, hs⟩ := normSq_pos hx
    have ht : trace (P * vecMulVec x (star x)) = star x ⬝ᵥ P *ᵥ x := by
      simp only [Matrix.trace, Matrix.diag_apply, Matrix.mul_apply, vecMulVec_apply,
        dotProduct, mulVec, Finset.mul_sum]
      exact Finset.sum_congr rfl fun i _ => Finset.sum_congr rfl fun j _ => by ring
    have hx' := h x hx
    simp only [phaseTurn, hs, mul_add, mul_one, mul_smul_comm, trace_add, trace_smul,
      smul_eq_mul, ht, Complex.add_re] at hx'
    generalize star x ⬝ᵥ P *ᵥ x = q at hx' ⊢
    by_cases h0 : q = 0
    · simp [h0]
    have hn : ‖q‖ ≠ 0 := norm_ne_zero_iff.mpr h0
    have hn' : (‖q‖ : ℂ) ≠ 0 := Complex.ofReal_ne_zero.mpr hn
    have hqq : star q * q = (‖q‖ : ℂ) ^ 2 := by
      rw [Complex.star_def, mul_comm, Complex.mul_conj, Complex.normSq_eq_norm_sq]
      exact Complex.ofReal_pow _ _
    -- choose the phase that makes the expectation value real and positive
    have hc := hx' (star q / ‖q‖) (by
      rw [norm_div, norm_star, Complex.norm_real, norm_norm, div_self hn])
    have e : (star q / ‖q‖ - 1) / (r : ℂ) * q = ((‖q‖ : ℂ) - q) / r := by
      rw [div_mul_eq_mul_div, sub_mul, one_mul, div_mul_eq_mul_div, hqq, sq, mul_div_assoc,
        div_self hn', mul_one]
    rw [e, Complex.div_ofReal_re, Complex.sub_re, Complex.ofReal_re] at hc
    have hle : ‖q‖ ≤ q.re := by
      by_contra hlt
      have := div_pos (sub_pos.mpr (not_le.mp hlt)) hr
      linarith
    have heq : ‖q‖ = q.re := le_antisymm hle (Complex.re_le_norm q)
    have h2 := Complex.sq_norm q
    rw [Complex.normSq_apply, heq] at h2
    have him : q.im = 0 := mul_self_eq_zero.mp (by linarith [sq q.re])
    exact Complex.le_def.mpr ⟨by simp [← heq], by simp [him]⟩
  -- real expectation values force Hermiticity, by polarisation
  have hD : ∀ x : n → ℂ, star x ⬝ᵥ (P - Pᴴ) *ᵥ x = 0 := by
    intro x
    have hst : star x ⬝ᵥ Pᴴ *ᵥ x = star (star x ⬝ᵥ P *ᵥ x) := by
      simp only [dotProduct, mulVec, Pi.star_apply, conjTranspose_apply, star_sum, star_mul',
        star_star, Finset.mul_sum]
      rw [Finset.sum_comm]
      exact Finset.sum_congr rfl fun i _ => Finset.sum_congr rfl fun j _ => by ring
    have him := (Complex.le_def.mp (hq x)).2
    rw [sub_mulVec, dotProduct_sub, hst]
    apply Complex.ext
    · simp
    · simp [← him]
  have hpol : ∀ x y : n → ℂ, star x ⬝ᵥ (P - Pᴴ) *ᵥ y = 0 := by
    intro x y
    have h1 := hD (x + y)
    have h2 := hD (x + Complex.I • y)
    have hx := hD x
    have hy := hD y
    generalize P - Pᴴ = D at h1 h2 hx hy ⊢
    simp only [star_add, star_smul, add_dotProduct, mulVec_add, dotProduct_add, mulVec_smul,
      smul_dotProduct, dotProduct_smul, smul_eq_mul, hx, hy, Complex.star_def,
      Complex.conj_I] at h1 h2
    linear_combination (1 / 2) * h1 - (Complex.I / 2) * h2
      + (star x ⬝ᵥ D *ᵥ y - star y ⬝ᵥ D *ᵥ x) / 2 * Complex.I_sq
  have hH : P - Pᴴ = 0 := by
    ext i j
    simpa [← Pi.single_star] using hpol (Pi.single i 1) (Pi.single j 1)
  exact PosSemidef.of_dotProduct_mulVec_nonneg (sub_eq_zero.mp hH).symm hq

/-- Orbital alignment: for orthonormal orbitals `A` and `B`, a unitary `V` brings `B` as close as
possible to `A` exactly when the overlap matrix `Aᴴ B V` is Hermitian positive semidefinite. -/
theorem minimises_iff_posSemidef {A B : Matrix m n ℂ} {V : Matrix n n ℂ} (hA : Aᴴ * A = 1)
    (hB : Bᴴ * B = 1) (hV : V ∈ unitaryGroup n ℂ) :
    (∀ W ∈ unitaryGroup n ℂ, frobDist A (B * V) ≤ frobDist A (B * W)) ↔
      (Aᴴ * B * V).PosSemidef := by
  constructor
  · intro h
    refine posSemidef_of_phase_stable fun x hx c hc => ?_
    have hT := mul_mem hV (phaseTurn_mem hx hc)
    rw [Matrix.mul_assoc (Aᴴ * B)]
    exact (frobDist_le_iff hA hB hV hT).mp (h _ hT)
  · intro hP W hW
    have hVs : star V ∈ unitaryGroup n ℂ :=
      mem_unitaryGroup_iff.mpr (by rw [star_star]; exact mem_unitaryGroup_iff'.mp hV)
    -- compare through the relative mixing `V⁻¹ W`
    have h := re_trace_mul_le hP (mul_mem hVs hW)
    have e : Aᴴ * B * V * (star V * W) = Aᴴ * B * W := by
      rw [Matrix.mul_assoc (Aᴴ * B), ← Matrix.mul_assoc V, mem_unitaryGroup_iff.mp hV,
        Matrix.one_mul]
    rw [e] at h
    exact (frobDist_le_iff hA hB hV hW).mpr h

/-- For orthonormal orbitals, a unitary alignment that no phase change of a single orbital direction
improves is optimal among all unitary mixings, and conversely. -/
theorem phase_stable_iff_minimises {A B : Matrix m n ℂ} {V : Matrix n n ℂ} (hA : Aᴴ * A = 1)
    (hB : Bᴴ * B = 1) (hV : V ∈ unitaryGroup n ℂ) :
    (∀ x : n → ℂ, x ≠ 0 → ∀ c : ℂ, ‖c‖ = 1 →
      frobDist A (B * V) ≤ frobDist A (B * (V * phaseTurn x c))) ↔
      ∀ W ∈ unitaryGroup n ℂ, frobDist A (B * V) ≤ frobDist A (B * W) := by
  constructor
  · intro h
    refine (minimises_iff_posSemidef hA hB hV).mpr
      (posSemidef_of_phase_stable fun x hx c hc => ?_)
    rw [Matrix.mul_assoc (Aᴴ * B)]
    exact (frobDist_le_iff hA hB hV (mul_mem hV (phaseTurn_mem hx hc))).mp (h x hx c hc)
  · intro h x hx c hc
    exact h _ (mul_mem hV (phaseTurn_mem hx hc))

/-- Two reference orbitals in a three-dimensional basis. -/
def exA : Matrix (Fin 3) (Fin 2) ℂ := !![1, 0; 0, 1; 0, 0]

/-- Two orbitals to be aligned, in swapped order and with a complex coefficient. -/
def exB : Matrix (Fin 3) (Fin 2) ℂ := !![0, ⟨0, 3 / 5⟩; 1, 0; 0, ⟨4 / 5, 0⟩]

/-- A mixing that swaps the two orbitals and changes one phase. -/
def exV : Matrix (Fin 2) (Fin 2) ℂ := !![0, 1; ⟨0, -1⟩, 0]

/-- The example orbitals are orthonormal, the mixing is unitary, and the resulting overlap
matrix is diagonal with entries 3/5 and 1. -/
theorem alignment_witness : exAᴴ * exA = 1 ∧ exBᴴ * exB = 1 ∧ exV ∈ unitaryGroup (Fin 2) ℂ ∧
    exAᴴ * exB * exV = !![⟨3 / 5, 0⟩, 0; 0, 1] := by
  rw [mem_unitaryGroup_iff', star_eq_conjTranspose]
  refine ⟨?_, ?_, ?_, ?_⟩ <;> ext i j <;> fin_cases i <;> fin_cases j <;>
    norm_num [exA, exB, exV, Matrix.mul_apply, Fin.sum_univ_succ, Complex.ext_iff]

end

end OrbitalAlignment
```

```lean
#print axioms OrbitalAlignment.minimises_iff_posSemidef
#print axioms OrbitalAlignment.phase_stable_iff_minimises
```

```
'OrbitalAlignment.minimises_iff_posSemidef' depends on axioms: [propext, Classical.choice, Quot.sound]
'OrbitalAlignment.phase_stable_iff_minimises' depends on axioms: [propext, Classical.choice, Quot.sound]
```

**How the proof follows the derivation.** `frobDist_sq` rewrites the sum of squared entries as a trace and expands it. `frobDist_le_iff` then turns a comparison of distances into the reversed comparison of real traces, by squaring two non-negative numbers.

`re_trace_mul_le` is the inequality for positive P. Its identity `e` is the expansion of (1 − W)ᴴP(1 − W), with the lemma's `W` in the role of U above, and `trace_mul_cycle` supplies the cyclic step.

For the converse, `normSq_pos` shows that r is real and positive, and `phaseTurn_mem` proves that T is unitary. Inside the latter, `hKK` is the relation (xxᴴ)² = r xxᴴ, and `h0` is the cancellation of the coefficient of xxᴴ.

`posSemidef_of_phase_stable` carries the main argument. Its step `hq` inserts the phase q*/|q| and obtains `0 ≤ star x ⬝ᵥ P *ᵥ x`; in the order used on the complex numbers, this says that the value is real and non-negative. The steps `hD` and `hpol` are the vanishing of xᴴDx and the polarisation, where `linear_combination` combines the two expanded equations. Unit vectors then show that each entry of D is zero.

The main theorem joins these parts. In one direction it tests V against `V * phaseTurn x c`; in the other it compares V with W through the relative mixing `star V * W`. The phase-stability theorem uses the same lemmas, since its hypothesis is precisely what the converse needs.

`alignment_witness` checks a concrete case entry by entry: two orbitals in three dimensions, swapped and with a complex coefficient. The mixing `exV` makes the overlap diagonal with entries 3/5 and 1. By the distance formula, the squared distance falls from 4 before mixing to 4/5 after it.

**The same criterion without orthonormal columns.** Orthonormality enters only through the distance formula. For arbitrary m×n matrices A and B, the same expansion gives

d(A, BV)² = tr(AᴴA) + tr(BᴴB) − 2 Re tr(AᴴBV).

The first two terms do not depend on V, so the rest of the argument applies unchanged, and V is again optimal exactly when AᴴBV is positive semidefinite. I have derived this extension only by hand; the file keeps the orthonormality hypotheses.
